# The ideal-mixing free energy of Frenkel defects has a unique minimizer, fixed by mass action

In a warm ionic crystal some ions leave their lattice sites for interstitial ones, and each such Frenkel pair costs energy but adds configurational entropy. Does the balance between the two select a single number of pairs, and which equation gives it?

In Lean 4 with Mathlib:

```lean
import Mathlib

open Set

namespace FrenkelDefects

noncomputable section

/-- Mixing entropy per site, in units of the Boltzmann constant, at occupied fraction `x`. -/
def mixingEntropy (x : ℝ) : ℝ := -x * Real.log x - (1 - x) * Real.log (1 - x)

/-- Free energy of `n` Frenkel pairs of formation energy `E` at temperature `T`, with the
vacancies spread over `N` lattice sites and the interstitials over `M` interstitial sites. -/
def freeEnergy (N M E T n : ℝ) : ℝ :=
  E * n - T * (N * mixingEntropy (n / N) + M * mixingEntropy (n / M))

/-- The defect number is positive and leaves both kinds of sites partly unused. -/
def Admissible (N M n : ℝ) : Prop := 0 < n ∧ n < N ∧ n < M

/-- The defect number `n` minimizes the free energy among all admissible defect numbers. -/
def IsEquilibrium (N M E T n : ℝ) : Prop :=
  Admissible N M n ∧ ∀ m, Admissible N M m → freeEnergy N M E T n ≤ freeEnergy N M E T m

/-- The law of mass action for Frenkel pairs. -/
def MassAction (N M E T n : ℝ) : Prop :=
  n ^ 2 = (N - n) * (M - n) * Real.exp (-E / T)

/-- The total mixing entropy of `n` defects on `N` sites, written with the numbers of
occupied and unoccupied sites. -/
theorem total_mixingEntropy {N n : ℝ} (hn : 0 < n) (hN : n < N) :
    N * mixingEntropy (n / N)
      = N * Real.log N - n * Real.log n - (N - n) * Real.log (N - n) := by
  have hN0 : N ≠ 0 := (hn.trans hN).ne'
  have hd : N - n ≠ 0 := (sub_pos.mpr hN).ne'
  have h1 : 1 - n / N = (N - n) / N := by rw [sub_div, div_self hN0]
  have hx : N * (n / N) = n := by field_simp
  have hy : N * ((N - n) / N) = N - n := by field_simp
  unfold mixingEntropy
  rw [h1, Real.log_div hn.ne' hN0, Real.log_div hd hN0]
  linear_combination (-(Real.log n - Real.log N)) * hx
    - (Real.log (N - n) - Real.log N) * hy

/-- A relative-entropy term for two different positive numbers exceeds their difference. -/
theorem sub_lt_relative_entropy {a b : ℝ} (ha : 0 < a) (hb : 0 < b) (hab : a ≠ b) :
    a - b < a * (Real.log a - Real.log b) := by
  have hne : b / a ≠ 1 := by
    intro h
    rw [div_eq_one_iff_eq ha.ne'] at h
    exact hab h.symm
  have h := Real.log_lt_sub_one_of_pos (div_pos hb ha) hne
  rw [Real.log_div hb.ne' ha.ne'] at h
  have h2 := mul_lt_mul_of_pos_left h ha
  have h3 : a * (b / a) = b := by field_simp
  linarith [mul_sub a (b / a) 1, mul_sub a (Real.log b) (Real.log a),
    mul_sub a (Real.log a) (Real.log b)]

/-- The free energy measured from a state obeying mass action is the temperature times a sum
of relative-entropy terms for the defects and for the unused sites of both kinds. -/
theorem freeEnergy_excess {N M E T n₀ n : ℝ} (hT : 0 < T) (h₀ : Admissible N M n₀)
    (hma : MassAction N M E T n₀) (h : Admissible N M n) :
    freeEnergy N M E T n - freeEnergy N M E T n₀
      = T * (2 * (n * (Real.log n - Real.log n₀))
        + (N - n) * (Real.log (N - n) - Real.log (N - n₀))
        + (M - n) * (Real.log (M - n) - Real.log (M - n₀))) := by
  obtain ⟨p₀, pN, pM⟩ := h₀
  obtain ⟨q₀, qN, qM⟩ := h
  have hN : N - n₀ ≠ 0 := (sub_pos.mpr pN).ne'
  have hM : M - n₀ ≠ 0 := (sub_pos.mpr pM).ne'
  -- the logarithm of the mass-action law expresses the formation energy
  have hlog := congrArg Real.log hma
  rw [Real.log_pow, Real.log_mul (mul_ne_zero hN hM) (Real.exp_ne_zero _),
    Real.log_mul hN hM, Real.log_exp] at hlog
  push_cast at hlog
  have hq : T * (-E / T) = -E := by field_simp
  have hE : E = T * (Real.log (N - n₀) + Real.log (M - n₀) - 2 * Real.log n₀) := by
    linear_combination T * hlog + hq
  unfold freeEnergy
  rw [total_mixingEntropy q₀ qN, total_mixingEntropy q₀ qM,
    total_mixingEntropy p₀ pN, total_mixingEntropy p₀ pM]
  linear_combination (n - n₀) * hE

/-- A state obeying mass action has strictly lower free energy than every other admissible
state. -/
theorem freeEnergy_lt_of_massAction {N M E T n₀ n : ℝ} (hT : 0 < T)
    (h₀ : Admissible N M n₀) (hma : MassAction N M E T n₀) (h : Admissible N M n)
    (hne : n ≠ n₀) : freeEnergy N M E T n₀ < freeEnergy N M E T n := by
  have hex := freeEnergy_excess hT h₀ hma h
  obtain ⟨p₀, pN, pM⟩ := h₀
  obtain ⟨q₀, qN, qM⟩ := h
  have h1 := sub_lt_relative_entropy q₀ p₀ hne
  have h2 := sub_lt_relative_entropy (sub_pos.mpr qN) (sub_pos.mpr pN)
    (fun e => hne (by linarith))
  have h3 := sub_lt_relative_entropy (sub_pos.mpr qM) (sub_pos.mpr pM)
    (fun e => hne (by linarith))
  -- the three linear lower bounds add up to zero
  have hpos := mul_pos hT (show 0 < 2 * (n * (Real.log n - Real.log n₀))
        + (N - n) * (Real.log (N - n) - Real.log (N - n₀))
        + (M - n) * (Real.log (M - n) - Real.log (M - n₀)) by linarith)
  linarith

/-- The law of mass action has an admissible solution. -/
theorem exists_massAction {N M : ℝ} (E T : ℝ) (hN : 0 < N) (hM : 0 < M) :
    ∃ n, Admissible N M n ∧ MassAction N M E T n := by
  have hK := Real.exp_pos (-E / T)
  have hm : 0 < min N M := lt_min hN hM
  have hz : (N - min N M) * (M - min N M) = 0 := by
    rcases le_total N M with h | h
    · rw [min_eq_left h]; ring
    · rw [min_eq_right h]; ring
  have hc : ContinuousOn (fun n : ℝ => n ^ 2 - (N - n) * (M - n) * Real.exp (-E / T))
      (Icc 0 (min N M)) := by fun_prop
  -- the difference of the two sides changes sign between the ends of the interval
  have h0 : (0 : ℝ) ^ 2 - (N - 0) * (M - 0) * Real.exp (-E / T) < 0 := by
    have := mul_pos (mul_pos hN hM) hK
    simp only [sub_zero]
    linarith
  have h1 : 0 < (min N M) ^ 2
      - (N - min N M) * (M - min N M) * Real.exp (-E / T) := by
    rw [hz, zero_mul, sub_zero]
    positivity
  obtain ⟨n, hn, he⟩ := intermediate_value_Ioo hm.le hc ⟨h0, h1⟩
  exact ⟨n, ⟨hn.1, lt_min_iff.mp hn.2⟩, sub_eq_zero.mp he⟩

/-- The Frenkel free energy has exactly one minimizer among the admissible defect numbers,
and an admissible defect number is the minimizer exactly when it obeys mass action. -/
theorem frenkel_equilibrium {N M T : ℝ} (E : ℝ) (hN : 0 < N) (hM : 0 < M) (hT : 0 < T) :
    (∃! n, IsEquilibrium N M E T n) ∧
      ∀ n, IsEquilibrium N M E T n ↔ Admissible N M n ∧ MassAction N M E T n := by
  obtain ⟨n₀, h₀, hma⟩ := exists_massAction E T hN hM
  have heq : IsEquilibrium N M E T n₀ := by
    refine ⟨h₀, fun m hm => ?_⟩
    by_cases h : m = n₀
    · rw [h]
    · exact (freeEnergy_lt_of_massAction hT h₀ hma hm h).le
  have huniq : ∀ n, IsEquilibrium N M E T n → n = n₀ := by
    intro n hn
    by_contra h
    exact absurd (hn.2 n₀ h₀) (not_le_of_gt (freeEnergy_lt_of_massAction hT h₀ hma hn.1 h))
  refine ⟨⟨n₀, heq, huniq⟩, fun n => ⟨fun hn => ?_, fun hn => ⟨hn.1, fun m hm => ?_⟩⟩⟩
  · rw [huniq n hn]
    exact ⟨h₀, hma⟩
  · by_cases h : m = n
    · rw [h]
    · exact (freeEnergy_lt_of_massAction hT hn.1 hn.2 hm h).le

/-- With equally many lattice and interstitial sites, the equilibrium defect number is
`N / (1 + exp (E / (2 T)))`. -/
theorem equilibrium_equal_sites {N T : ℝ} (E n : ℝ) (hN : 0 < N) (hT : 0 < T) :
    IsEquilibrium N N E T n ↔ n = N / (1 + Real.exp (E / (2 * T))) := by
  obtain ⟨hu, hiff⟩ := frenkel_equilibrium E hN hN hT
  have hK : Real.exp (-E / T) * Real.exp (E / (2 * T)) ^ 2 = 1 := by
    rw [pow_two, ← Real.exp_add, ← Real.exp_add,
      show -E / T + (E / (2 * T) + E / (2 * T)) = 0 by ring, Real.exp_zero]
  have hpos := Real.exp_pos (E / (2 * T))
  generalize Real.exp (E / (2 * T)) = u at hK hpos ⊢
  have hc : IsEquilibrium N N E T (N / (1 + u)) := by
    have hp : 0 < N / (1 + u) := by positivity
    have hs : N / (1 + u) * (1 + u) = N := div_mul_cancel₀ _ (by positivity)
    rw [hiff]
    generalize N / (1 + u) = x at hp hs ⊢
    have hd : N - x = x * u := by linarith [mul_add x 1 u]
    have hlt : x < N := by linarith [mul_pos hp hpos]
    refine ⟨⟨hp, hlt, hlt⟩, ?_⟩
    unfold MassAction
    rw [hd]
    linear_combination (-x ^ 2) * hK
  exact ⟨fun hn => hu.unique hn hc, fun hn => hn ▸ hc⟩

/-- The equilibrium defect number lies strictly below the dilute estimate
`√(N M) exp (-E / (2 T))`. -/
theorem equilibrium_lt_dilute {N M E T n : ℝ} (hT : 0 < T) (h : IsEquilibrium N M E T n) :
    n < Real.sqrt (N * M) * Real.exp (-E / (2 * T)) := by
  obtain ⟨hn, hnN, hnM⟩ := h.1
  have hN := hn.trans hnN
  have hM := hn.trans hnM
  have hma : n ^ 2 = _ := (((frenkel_equilibrium E hN hM hT).2 n).mp h).2
  have hv : Real.exp (-E / (2 * T)) ^ 2 = Real.exp (-E / T) := by
    rw [pow_two, ← Real.exp_add]
    congr 1
    ring
  refine lt_of_pow_lt_pow_left₀ 2 (by positivity) ?_
  rw [mul_pow, Real.sq_sqrt (mul_pos hN hM).le, hv, hma]
  refine mul_lt_mul_of_pos_right ?_ (Real.exp_pos _)
  nlinarith [mul_pos hn (sub_pos.mpr hnN), mul_pos hn hM]

/-- For a positive formation energy the equilibrium defect number strictly increases with
temperature. -/
theorem equilibrium_strictMono_temperature {N M E T₁ T₂ n₁ n₂ : ℝ} (hE : 0 < E)
    (hT₁ : 0 < T₁) (hT : T₁ < T₂) (h₁ : IsEquilibrium N M E T₁ n₁)
    (h₂ : IsEquilibrium N M E T₂ n₂) : n₁ < n₂ := by
  obtain ⟨p, pN, pM⟩ := h₁.1
  obtain ⟨q, qN, qM⟩ := h₂.1
  have hN := p.trans pN
  have hM := p.trans pM
  have e₁ : n₁ ^ 2 = _ := (((frenkel_equilibrium E hN hM hT₁).2 n₁).mp h₁).2
  have e₂ : n₂ ^ 2 = _ := (((frenkel_equilibrium E hN hM (hT₁.trans hT)).2 n₂).mp h₂).2
  have hK : Real.exp (-E / T₁) < Real.exp (-E / T₂) := by
    rw [Real.exp_lt_exp, neg_div, neg_div]
    exact neg_lt_neg (div_lt_div_of_pos_left hE hT₁ hT)
  by_contra hcon
  have hle : n₂ ≤ n₁ := not_lt.mp hcon
  -- fewer defects at the higher temperature would leave more free sites
  have hA : (N - n₁) * (M - n₁) ≤ (N - n₂) * (M - n₂) :=
    mul_le_mul (by linarith) (by linarith) (by linarith) (by linarith)
  have s1 := mul_lt_mul_of_pos_left hK (mul_pos (sub_pos.mpr pN) (sub_pos.mpr pM))
  have s2 := mul_le_mul_of_nonneg_right hA (Real.exp_pos (-E / T₂)).le
  have s3 : n₂ ^ 2 ≤ n₁ ^ 2 := pow_le_pow_left₀ q.le hle 2
  linarith

end

end FrenkelDefects
```

```lean
#print axioms FrenkelDefects.freeEnergy_lt_of_massAction
-- 'FrenkelDefects.freeEnergy_lt_of_massAction' depends on axioms: [propext, Classical.choice, Quot.sound]
#print axioms FrenkelDefects.equilibrium_equal_sites
-- 'FrenkelDefects.equilibrium_equal_sites' depends on axioms: [propext, Classical.choice, Quot.sound]
#print axioms FrenkelDefects.equilibrium_lt_dilute
-- 'FrenkelDefects.equilibrium_lt_dilute' depends on axioms: [propext, Classical.choice, Quot.sound]
#print axioms FrenkelDefects.equilibrium_strictMono_temperature
-- 'FrenkelDefects.equilibrium_strictMono_temperature' depends on axioms: [propext, Classical.choice, Quot.sound]
```

## One minimizer for each set of parameters

Let N be the number of lattice sites of the ion species that forms the pairs, M the number of interstitial sites open to it, E the formation energy of a pair, T the temperature in energy units (k_B = 1) and n the number of pairs. With the mixing entropy per site s(x) = −x ln x − (1−x) ln(1−x), the free energy is

F(n) = E n − T [N s(n/N) + M s(n/M)].

These are `mixingEntropy` and `freeEnergy`. `Admissible` says that 0 < n, n < N and n < M, which is the open interval 0 < n < min(N, M). `IsEquilibrium` says that n is admissible and that F(n) ≤ F(m) for every admissible m. `MassAction` is the separate equation

n² = (N−n)(M−n) exp(−E/T).

For positive N, M and T and any real E, the theorem `frenkel_equilibrium` states that exactly one n is an equilibrium (`∃!`), and that n is an equilibrium if and only if it is admissible and obeys mass action.

## Ideal mixing with a fixed formation energy

The two entropy terms describe n vacancies spread over the lattice sites and n interstitials spread independently over the interstitial sites. This form is assumed, not derived by counting arrangements, and all quantities are real numbers, which is a good approximation when the numbers of defects and of free sites are large. The defects don't interact, and E depends on neither n nor T, so defect association and changes in vibrational entropy are absent.

## The excess free energy is a sum of relative entropies

Since 1 − n/N = (N−n)/N, splitting the logarithms gives

N s(n/N) = N ln N − n ln n − (N−n) ln(N−n),

and likewise for M. This is `total_mixingEntropy`.

Let n₀ be an admissible solution of mass action. Taking logarithms of that equation and solving for E gives

E = T [ln(N−n₀) + ln(M−n₀) − 2 ln n₀].

Insert this into

F(n) − F(n₀) = E (n−n₀) + T [2n ln n − 2n₀ ln n₀ + (N−n) ln(N−n) − (N−n₀) ln(N−n₀) + (M−n) ln(M−n) − (M−n₀) ln(M−n₀)].

The coefficient of ln n₀ inside the bracket becomes −2(n−n₀) − 2n₀ = −2n. That of ln(N−n₀) becomes (n−n₀) − (N−n₀) = −(N−n), and similarly for M. Hence

F(n) − F(n₀) = T [2n ln(n/n₀) + (N−n) ln((N−n)/(N−n₀)) + (M−n) ln((M−n)/(M−n₀))].

In `freeEnergy_excess`, `hE` is the formula for E, and the final `linear_combination` collects the coefficients.

For positive a ≠ b, the inequality ln y < y − 1 at y = b/a, multiplied by a, gives

a ln(a/b) > a − b.

This is `sub_lt_relative_entropy`. For n ≠ n₀ it applies to all three terms, and the lower bounds add up to

2(n−n₀) + (n₀−n) + (n₀−n) = 0.

So F(n) > F(n₀) for every other admissible n, which is `freeEnergy_lt_of_massAction`. The comparison is global and uses no derivative of F.

## A solution exists, so the minimizer does

Consider

g(n) = n² − (N−n)(M−n) exp(−E/T).

At n = 0 it equals −NM exp(−E/T) < 0. At n = min(N, M) the product vanishes, leaving min(N, M)² > 0. By the intermediate value theorem g has a zero strictly between, which is `exists_massAction`.

That zero n₀ is an equilibrium by the strict inequality. Any other admissible n has higher free energy and so is not one. Conversely, every admissible solution of mass action is a minimizer by the same inequality. The main theorem assembles these statements.

## Equal site numbers, the dilute bound and heating

For N = M, the positive square root of mass action is n = (N−n) exp(−E/2T), so

n = N / (1 + exp(E/2T)).

`equilibrium_equal_sites` checks that this value is admissible and obeys mass action, then invokes uniqueness.

For general N and M, (N−n)(M−n) < NM. Taking square roots in mass action gives

n < √(NM) exp(−E/2T),

so the dilute formula is always an overestimate within this model, whatever the sign of E. This is `equilibrium_lt_dilute`.

Now let E > 0 and T₁ < T₂, with equilibria n₁ and n₂, and write Kᵢ = exp(−E/Tᵢ), so that K₁ < K₂. If n₂ ≤ n₁ held, then

n₁² = (N−n₁)(M−n₁)K₁ < (N−n₁)(M−n₁)K₂ ≤ (N−n₂)(M−n₂)K₂ = n₂² ≤ n₁²,

a contradiction. So n₁ < n₂, as `equilibrium_strictMono_temperature` states.

## From a formation energy to a defect number

Within this model, which leaves out vibrational entropy and all other kinds of defect, a formation energy from an electronic-structure calculation can be turned into an estimate of the defect number by solving mass action; with E in eV and T in kelvin, the exponent is −E/(k_B T). A program can bisect g between 0 and min(N, M), or use the quadratic formula. With K = exp(−E/T), the latter gives

n = 2KNM / (K(N+M) + √(K²(N−M)² + 4KNM)),

a form that stays regular at K = 1.

As a check of the arithmetic, not a realistic crystal, take N = 4, M = 10 and E = T ln 4, so K = 1/4. The numerator is 20 and the denominator is 3.5 + √42.25 = 10, so n = 2. Mass action holds, since 2² = 2 · 8 / 4. The dilute formula gives √40 / 2 ≈ 3.16, well above the equilibrium value at this high defect fraction. At n = 1 the excess free energy is

F(1) − F(2) = T [2 ln(1/2) + 3 ln(3/2) + 9 ln(9/8)] ≈ 0.89 T,

which is positive, as it must be.
